# An iterative linearised Boltzmann solver diverges when the drive feeds a momentum that symmetric collisions conserve

I describe phonons on finitely many modes by a real deviation $f_i$, the change in occupation divided by $N_i(N_i+1)$, where $N_i$ is the equilibrium occupation. I split the linearised collision operator into diagonal out-scattering rates $D$ and a symmetric in-scattering matrix $K$. To solve $Kf + x = Df$ for a driving term $x$, I iterate $f \mapsto D^{-1}(x + Kf)$. Suppose that this settles down with Umklapp processes included, but that with normal collisions only the iterates keep growing. Do I need a better starting guess, or is there nothing to converge to?

## Every round adds the same momentum

There is nothing to converge to if the drive has a component along the conserved momentum. Let $d_i \neq 0$ be the diagonal entries of $D$, let $p_i$ be the momentum of mode $i$ along one fixed direction, and write $\langle u,v\rangle = \sum_i u_i v_i$. Suppose $Kp = c\,Dp$. The number $c$ is the fraction of momentum that in-scattering returns: normal collisions have $c=1$, and $0 \le c<1$ is a one-parameter idealisation of resistive loss. Since $K$ is symmetric,

$$\langle p,Kf\rangle = \langle Kp,f\rangle = c\,\langle Dp,f\rangle = c\,\langle p,Df\rangle .$$

The update says $Df_{n+1} = x + Kf_n$, so the rate-weighted momentum $m_n = \langle p,Df_n\rangle$ obeys $m_{n+1} = \langle p,x\rangle + c\,m_n$. By induction,

$$m_n = c^n m_0 + \Big(\sum_{k=0}^{n-1} c^k\Big)\langle p,x\rangle .$$

For $|c|<1$ this tends to $\langle p,x\rangle/(1-c)$. For $c=1$ it is $m_0 + n\langle p,x\rangle$, which is $n\langle p,x\rangle$ if you start from zero.

From here on $c=1$. Let $\|f\| = \max_i |f_i|$ and $C = \sum_i |p_i d_i|$, so that $|\langle p,Df\rangle| \le C\|f\|$. Then

$$n\,|\langle p,x\rangle| = |m_n - m_0| \le C\|f_n\| + |m_0| .$$

If $\langle p,x\rangle \ne 0$, the left side grows without limit, and so $\|f_n\| \to \infty$ from every start. Pairing $Kf + x = Df$ with $p$ gives $\langle p,Df\rangle + \langle p,x\rangle = \langle p,Df\rangle$, hence $\langle p,x\rangle = 0$. A nonzero value therefore rules out a stationary solution, whichever linear solver you use.

Conversely, call $v$ conserved if $Kv = Dv$, and suppose that $\langle p,x\rangle = 0$ and every conserved vector is a multiple of $p$. Define $Lv = Dv - Kv + \langle p,v\rangle p$. If $Lv = y$ with $\langle p,y\rangle = 0$, pairing with $p$ gives $\langle p,v\rangle\langle p,p\rangle = 0$. So $\langle p,v\rangle = 0$ (trivially if $p=0$), and $Dv - Kv = y$. For $y=0$ this makes $v$ conserved, so $v = ap$ with $a\langle p,p\rangle = 0$, and $v=0$. Thus $L$ is injective, hence surjective in finite dimension, and the solution of $Lf = x$ solves the stationary equation.

## What the Lean statements say

The modes form a finite type `ι`, and `d`, `x`, `p` and `f` are real functions on it. The product `d * f` is pointwise and stands for $Df$; `K *ᵥ f` is the matrix acting on $f$, and `⬝ᵥ` is the pairing. `solver d x K f₀ n` is $f_n$, and the norm is the maximum norm above.

`solver_diverges` assumes nonzero rates (positive ones are the physical case), symmetric `K`, `K *ᵥ p = d * p` and `p ⬝ᵥ x ≠ 0`. It concludes that the norm diverges from every `f₀` and that no stationary solution exists. The symmetry is assumed; physically it reflects detailed balance, with the equilibrium weights $N_i(N_i+1)$ absorbed into $D$, $K$ and $x$.

`momentum_converges_of_loss` concerns the weighted momentum alone, not the whole distribution. Likewise, `stationary_iff` says when a solution exists, not that the iteration finds it. It assumes that every conserved vector is a multiple of `p`. Phonon collisions also conserve energy, and normal ones conserve each component of momentum, so on the full set of modes this assumption usually fails. It can hold after a symmetry reduction, for example to distributions odd under reversal of the wavevector in one dimension.

```lean
import Mathlib

open Matrix Filter Topology

namespace BoltzmannNormalCollisions

variable {ι : Type*} [Fintype ι]

/-- The iterative Boltzmann solver started from `f₀`: each round replaces `f` by
`(x + K f) / d`, with driving term `x`, in-scattering matrix `K` and nonzero
out-scattering rates `d`. -/
noncomputable def solver (d x : ι → ℝ) (K : Matrix ι ι ℝ) (f₀ : ι → ℝ) : ℕ → ι → ℝ
  | 0 => f₀
  | n + 1 => (x + K *ᵥ solver d x K f₀ n) / d

/-- If symmetric in-scattering returns the fraction `c` of the out-scattered vector `p`,
then it returns the fraction `c` of the rate-weighted momentum of every distribution `f`. -/
theorem momentum_returned {d p : ι → ℝ} {K : Matrix ι ι ℝ} {c : ℝ}
    (hK : K.IsSymm) (hp : K *ᵥ p = c • (d * p)) (f : ι → ℝ) :
    p ⬝ᵥ (K *ᵥ f) = c * (p ⬝ᵥ (d * f)) := by
  -- symmetry lets the collision matrix act on the momentum vector
  rw [Matrix.dotProduct_mulVec, ← Matrix.mulVec_transpose, hK.eq, hp]
  simp only [dotProduct, Pi.smul_apply, Pi.mul_apply, smul_eq_mul, Finset.mul_sum]
  exact Finset.sum_congr rfl fun i _ => by ring

/-- For nonzero rates and symmetric in-scattering that returns the fraction `c` of `p`, the
rate-weighted momentum after `n` rounds is `c ^ n` times its initial value plus `⟨p, x⟩` times the
sum of `c ^ k` over `k < n`. -/
theorem momentum_solver {d p : ι → ℝ} {K : Matrix ι ι ℝ} {c : ℝ}
    (hd : ∀ i, d i ≠ 0) (hK : K.IsSymm) (hp : K *ᵥ p = c • (d * p))
    (x f₀ : ι → ℝ) (n : ℕ) :
    p ⬝ᵥ (d * solver d x K f₀ n) =
      c ^ n * (p ⬝ᵥ (d * f₀)) + (∑ k ∈ Finset.range n, c ^ k) * (p ⬝ᵥ x) := by
  induction n with
  | zero => simp [solver]
  | succ n ih =>
    have step : d * solver d x K f₀ (n + 1) = x + K *ᵥ solver d x K f₀ n := by
      funext i
      exact mul_div_cancel₀ _ (hd i)
    rw [step, dotProduct_add, momentum_returned hK hp, ih, geom_sum_succ]
    ring

/-- For nonzero rates and symmetric in-scattering that conserves `p`, every round of the
solver adds the same amount `⟨p, x⟩` to the rate-weighted momentum. -/
theorem momentum_grows_linearly {d p : ι → ℝ} {K : Matrix ι ι ℝ}
    (hd : ∀ i, d i ≠ 0) (hK : K.IsSymm) (hp : K *ᵥ p = d * p)
    (x f₀ : ι → ℝ) (n : ℕ) :
    p ⬝ᵥ (d * solver d x K f₀ n) = p ⬝ᵥ (d * f₀) + n * (p ⬝ᵥ x) := by
  have h := momentum_solver (c := 1) hd hK (by rw [one_smul, hp]) x f₀ n
  simpa using h

/-- For nonzero rates and symmetric in-scattering that returns a fraction `c` of `p` with
`|c| < 1`, the rate-weighted momentum of the iterates converges to `⟨p, x⟩ / (1 - c)`. -/
theorem momentum_converges_of_loss {d p : ι → ℝ} {K : Matrix ι ι ℝ} {c : ℝ}
    (hd : ∀ i, d i ≠ 0) (hK : K.IsSymm) (hp : K *ᵥ p = c • (d * p)) (hc : |c| < 1)
    (x f₀ : ι → ℝ) :
    Tendsto (fun n => p ⬝ᵥ (d * solver d x K f₀ n)) atTop (𝓝 ((p ⬝ᵥ x) / (1 - c))) := by
  have h1 := (tendsto_pow_atTop_nhds_zero_of_abs_lt_one hc).mul_const (p ⬝ᵥ (d * f₀))
  have h2 := (hasSum_geometric_of_abs_lt_one hc).tendsto_sum_nat.mul_const (p ⬝ᵥ x)
  have e : (p ⬝ᵥ x) / (1 - c) = 0 * (p ⬝ᵥ (d * f₀)) + (1 - c)⁻¹ * (p ⬝ᵥ x) := by
    rw [div_eq_mul_inv]
    ring
  rw [e]
  exact (h1.add h2).congr fun n => (momentum_solver hd hK hp x f₀ n).symm

/-- If symmetric in-scattering conserves `p`, a stationary solution can exist only when
the driving term carries no momentum along `p`. -/
theorem force_zero_of_stationary {d p x f : ι → ℝ} {K : Matrix ι ι ℝ}
    (hK : K.IsSymm) (hp : K *ᵥ p = d * p) (hf : K *ᵥ f + x = d * f) :
    p ⬝ᵥ x = 0 := by
  have h := momentum_returned (c := 1) hK (by rw [one_smul, hp]) f
  rw [← hf, dotProduct_add] at h
  linarith

/-- For nonzero rates, symmetric in-scattering that conserves `p`, and a driving term with
`⟨p, x⟩ ≠ 0`, the norm of the iterates tends to infinity from every starting point, and the
stationary Boltzmann equation `K f + x = D f` has no solution. -/
theorem solver_diverges {d p x : ι → ℝ} {K : Matrix ι ι ℝ}
    (hd : ∀ i, d i ≠ 0) (hK : K.IsSymm) (hp : K *ᵥ p = d * p) (hx : p ⬝ᵥ x ≠ 0) :
    (∀ f₀, Tendsto (fun n => ‖solver d x K f₀ n‖) atTop atTop) ∧
      ¬ ∃ f, K *ᵥ f + x = d * f := by
  refine ⟨fun f₀ => ?_, fun ⟨f, hf⟩ => hx (force_zero_of_stationary hK hp hf)⟩
  -- the weighted momentum is controlled by the norm of the distribution
  have bound : ∀ f : ι → ℝ, |p ⬝ᵥ (d * f)| ≤ (∑ i, |p i * d i|) * ‖f‖ := by
    intro f
    rw [dotProduct, Finset.sum_mul]
    refine (Finset.abs_sum_le_sum_abs _ _).trans (Finset.sum_le_sum fun i _ => ?_)
    show |p i * (d i * f i)| ≤ |p i * d i| * ‖f‖
    rw [← mul_assoc, abs_mul]
    exact mul_le_mul_of_nonneg_left (norm_le_pi_norm f i) (abs_nonneg _)
  have hM : 0 < (∑ i, |p i * d i|) + 1 := by positivity
  have lin : Tendsto (fun n : ℕ => ((n : ℝ) * |p ⬝ᵥ x| + -|p ⬝ᵥ (d * f₀)|) /
      ((∑ i, |p i * d i|) + 1)) atTop atTop :=
    (tendsto_atTop_add_const_right _ _
      (tendsto_natCast_atTop_atTop.atTop_mul_const (abs_pos.2 hx))).atTop_div_const hM
  -- linear growth of the momentum forces the norm to grow
  refine tendsto_atTop_mono (fun n => ?_) lin
  rw [div_le_iff₀ hM]
  have hb := bound (solver d x K f₀ n)
  rw [momentum_grows_linearly hd hK hp] at hb
  have ht := abs_sub (p ⬝ᵥ (d * f₀) + n * (p ⬝ᵥ x)) (p ⬝ᵥ (d * f₀))
  rw [add_sub_cancel_left, abs_mul, Nat.abs_cast] at ht
  nlinarith [norm_nonneg (solver d x K f₀ n)]

/-- If symmetric in-scattering conserves `p` and every conserved vector is a multiple of
`p`, the stationary Boltzmann equation is solvable exactly when `⟨p, x⟩ = 0`. -/
theorem stationary_iff {d p : ι → ℝ} {K : Matrix ι ι ℝ}
    (hK : K.IsSymm) (hp : K *ᵥ p = d * p)
    (hker : ∀ v, K *ᵥ v = d * v → ∃ a : ℝ, v = a • p) (x : ι → ℝ) :
    (∃ f, K *ᵥ f + x = d * f) ↔ p ⬝ᵥ x = 0 := by
  refine ⟨fun ⟨f, hf⟩ => force_zero_of_stationary hK hp hf, fun hx => ?_⟩
  -- the collision operator `D - K` plus the term `⟨p, v⟩ p`
  let L : (ι → ℝ) →ₗ[ℝ] (ι → ℝ) :=
    { toFun := fun v => d * v - K *ᵥ v + (p ⬝ᵥ v) • p
      map_add' := fun u v => by
        rw [mul_add, Matrix.mulVec_add, dotProduct_add]
        module
      map_smul' := fun a v => by
        simp only [Matrix.mulVec_smul, dotProduct_smul, mul_smul_comm, RingHom.id_apply,
          smul_eq_mul]
        module }
  have key : ∀ v y, d * v - K *ᵥ v + (p ⬝ᵥ v) • p = y → p ⬝ᵥ y = 0 →
      p ⬝ᵥ v = 0 ∧ K *ᵥ v + y = d * v := by
    rintro v _ rfl hy
    have h := momentum_returned (c := 1) hK (by rw [one_smul, hp]) v
    rw [dotProduct_add, dotProduct_sub, dotProduct_smul, h, one_mul, sub_self, zero_add,
      smul_eq_mul] at hy
    have hs : p ⬝ᵥ v = 0 := by
      rcases mul_eq_zero.1 hy with h0 | h0
      · exact h0
      · rw [dotProduct_self_eq_zero.1 h0, zero_dotProduct]
    refine ⟨hs, ?_⟩
    rw [hs, zero_smul]
    abel
  have inj : Function.Injective L := by
    refine (injective_iff_map_eq_zero L).2 fun v hv => ?_
    obtain ⟨hs, h⟩ := key v 0 hv (dotProduct_zero p)
    rw [add_zero] at h
    obtain ⟨a, rfl⟩ := hker v h
    rw [dotProduct_smul, smul_eq_mul] at hs
    rcases mul_eq_zero.1 hs with h0 | h0
    · rw [h0, zero_smul]
    · rw [dotProduct_self_eq_zero.1 h0, smul_zero]
  -- in finite dimension injectivity gives a solution
  obtain ⟨f, hf⟩ := LinearMap.injective_iff_surjective.1 inj x
  exact ⟨f, (key f x hf hx).2⟩

/-- Two modes with rates `6, 3`, all in-scattering entries `2` and momenta `1, 2` conserve
momentum, have no other conserved vector up to scale, and are driven by `x = (1, 0)` with
`⟨p, x⟩ ≠ 0`. -/
theorem solver_diverges_witness :
    (∀ i, (![6, 3] : Fin 2 → ℝ) i ≠ 0) ∧
    (!![2, 2; 2, 2] : Matrix (Fin 2) (Fin 2) ℝ).IsSymm ∧
    (!![2, 2; 2, 2] : Matrix (Fin 2) (Fin 2) ℝ) *ᵥ ![1, 2] = ![6, 3] * ![1, 2] ∧
    (∀ v : Fin 2 → ℝ, (!![2, 2; 2, 2] : Matrix (Fin 2) (Fin 2) ℝ) *ᵥ v = ![6, 3] * v →
      ∃ a : ℝ, v = a • ![1, 2]) ∧
    (![1, 2] : Fin 2 → ℝ) ⬝ᵥ ![1, 0] ≠ 0 := by
  refine ⟨fun i => ?_, Matrix.IsSymm.ext fun i j => ?_, ?_, fun v hv => ⟨v 0, ?_⟩, ?_⟩
  · fin_cases i <;> simp
  · fin_cases i <;> fin_cases j <;> simp
  · ext i
    fin_cases i <;> simp [Matrix.mulVec, dotProduct, Fin.sum_univ_two] <;> norm_num
  · have h0 := congrFun hv 0
    simp [Matrix.mulVec, dotProduct, Fin.sum_univ_two] at h0
    ext i
    fin_cases i
    · simp
    · simp
      linarith
  · simp [dotProduct, Fin.sum_univ_two]

end BoltzmannNormalCollisions
```

```lean
#print axioms BoltzmannNormalCollisions.momentum_converges_of_loss
#print axioms BoltzmannNormalCollisions.solver_diverges
#print axioms BoltzmannNormalCollisions.stationary_iff
```

```
'BoltzmannNormalCollisions.momentum_converges_of_loss' depends on axioms: [propext, Classical.choice, Quot.sound]
'BoltzmannNormalCollisions.solver_diverges' depends on axioms: [propext, Classical.choice, Quot.sound]
'BoltzmannNormalCollisions.stationary_iff' depends on axioms: [propext, Classical.choice, Quot.sound]
```

## From the recursion to the divergence

`momentum_returned` moves `K` onto `p` by symmetry. `momentum_solver` is the induction: its `step` multiplies the update by the rates, and `geom_sum_succ` extends the sum. `momentum_grows_linearly` sets $c=1$, while `momentum_converges_of_loss` takes the limit of the geometric sum.

In `solver_diverges`, `bound` is the estimate with $C$. The proof divides by $C+1$, which is visibly positive, and `tendsto_atTop_mono` compares the norm with the resulting linear lower bound. `force_zero_of_stationary` excludes a solution.

In `stationary_iff`, `key` is the pairing argument for $L$, used once for injectivity and once for the solution. Finally, `solver_diverges_witness` gives a two-mode system that meets the hypotheses of both theorems. There $\langle p,x\rangle = 1$, so starting from zero the weighted momentum after $n$ rounds is $n$.
